# With two or more space dimensions, no linear map multiplies the Minkowski metric by a negative factor

Let g = diag(1, −1, …, −1) be the Minkowski metric with one time and n ≥ 2 space dimensions, and let L be a real square matrix, not assumed invertible, with Lᵀ g L = c g. The theorem `scale_nonneg` states that c ≥ 0, so such a map cannot turn all timelike vectors into spacelike ones and all spacelike vectors into timelike ones. The proof supposes c < 0 and takes a vector with components b and d along two different space axes, whose squared interval is −(b² + d²). If its image has no time component, the image's squared interval is at most zero, yet it equals −c(b² + d²), so b and d must both vanish. Two choices of b and d then give a contradiction.

As first written in Lean, the proof fails:

```lean
import Mathlib

open Matrix

namespace ScaleNonneg

noncomputable section

variable {n : ℕ}

/-- The Minkowski metric diag(1, -1, ..., -1) with one time and `n` space dimensions. -/
def minkowski (n : ℕ) : Matrix (Fin (n + 1)) (Fin (n + 1)) ℝ :=
  Matrix.diagonal fun i => if i = 0 then 1 else -1

/-- The squared interval xᵀ g x of a spacetime vector. -/
def interval (x : Fin (n + 1) → ℝ) : ℝ := x ⬝ᵥ (minkowski n *ᵥ x)

/-- The vector with component `a` along time added to `b` and `d` along the axes `i` and `j`. -/
def probe (i j : Fin (n + 1)) (a b d : ℝ) : Fin (n + 1) → ℝ :=
  a • (Pi.single 0 (1 : ℝ) : Fin (n + 1) → ℝ) + b • (Pi.single i (1 : ℝ) : Fin (n + 1) → ℝ)
    + d • (Pi.single j (1 : ℝ) : Fin (n + 1) → ℝ)

/-- The squared interval is the time component squared minus the squared spatial length. -/
theorem interval_eq (x : Fin (n + 1) → ℝ) :
    interval x = x 0 ^ 2 - ∑ i : Fin n, x i.succ ^ 2 := by
  simp only [interval, minkowski, dotProduct, Matrix.mulVec_diagonal, Fin.sum_univ_succ,
    Fin.succ_ne_zero, ↓reduceIte]
  rw [sub_eq_add_neg, ← Finset.sum_neg_distrib]
  congr 1
  · ring
  · exact Finset.sum_congr rfl fun i _ => by ring

/-- The squared interval of L x is the quadratic form of Lᵀ g L evaluated at x. -/
theorem interval_mulVec (L : Matrix (Fin (n + 1)) (Fin (n + 1)) ℝ) (x : Fin (n + 1) → ℝ) :
    interval (L *ᵥ x) = x ⬝ᵥ ((Lᵀ * minkowski n * L) *ᵥ x) := by
  unfold interval
  rw [← Matrix.mulVec_mulVec, ← Matrix.mulVec_mulVec, Matrix.dotProduct_mulVec x Lᵀ,
    Matrix.vecMul_transpose]

/-- The value of a symmetric quadratic form on a probe vector, in terms of matrix entries. -/
theorem probe_form {M : Matrix (Fin (n + 1)) (Fin (n + 1)) ℝ} (hM : Mᵀ = M)
    (i j : Fin (n + 1)) (a b d : ℝ) :
    probe i j a b d ⬝ᵥ (M *ᵥ probe i j a b d) =
      a ^ 2 * M 0 0 + b ^ 2 * M i i + d ^ 2 * M j j
        + 2 * a * b * M 0 i + 2 * a * d * M 0 j + 2 * b * d * M i j := by
  have hs : ∀ k l, M k l = M l k := fun k l => congrFun (congrFun hM l) k
  have key : ∀ k l, (Pi.single k (1 : ℝ) : Fin (n + 1) → ℝ) ⬝ᵥ
      (M *ᵥ (Pi.single l (1 : ℝ) : Fin (n + 1) → ℝ)) = M k l := by
    intro k l
    simp [Matrix.mulVec, dotProduct, Pi.single_apply]
  simp only [probe, Matrix.mulVec_add, Matrix.mulVec_smul, add_dotProduct, dotProduct_add,
    smul_dotProduct, dotProduct_smul, smul_eq_mul, key]
  linear_combination a * b * hs i 0 + a * d * hs j 0 + b * d * hs j i

/-- If Lᵀ g L = c g, then L multiplies every squared interval by c. -/
theorem interval_scale {L : Matrix (Fin (n + 1)) (Fin (n + 1)) ℝ} {c : ℝ}
    (h : Lᵀ * minkowski n * L = c • minkowski n) (x : Fin (n + 1) → ℝ) :
    interval (L *ᵥ x) = c * interval x := by
  rw [interval_mulVec, h, Matrix.smul_mulVec, dotProduct_smul, smul_eq_mul, interval]

/-- With at least two space dimensions, the factor c in Lᵀ g L = c g is never negative. -/
theorem scale_nonneg (hn : 2 ≤ n) {L : Matrix (Fin (n + 1)) (Fin (n + 1)) ℝ} {c : ℝ}
    (h : Lᵀ * minkowski n * L = c • minkowski n) : 0 ≤ c := by
  by_contra! hc
  have hg : (minkowski n)ᵀ = minkowski n := Matrix.diagonal_transpose _
  obtain ⟨i, j, hi, hj, hij⟩ : ∃ i j : Fin (n + 1), i ≠ 0 ∧ j ≠ 0 ∧ i ≠ j :=
    ⟨⟨1, by omega⟩, ⟨2, by omega⟩, by simp [Fin.ext_iff], by simp [Fin.ext_iff],
      by simp [Fin.ext_iff]⟩
  -- a spatial vector whose image has no time component must vanish
  have key : ∀ b d : ℝ, b * L 0 i + d * L 0 j = 0 → b ^ 2 + d ^ 2 ≤ 0 := by
    intro b d hbd
    have h0 : (L *ᵥ probe i j 0 b d) 0 = 0 := by
      rw [← hbd]
      simp [probe, Matrix.mulVec_add, Matrix.mulVec_smul]
    have hle : interval (L *ᵥ probe i j 0 b d) ≤ 0 := by
      rw [interval_eq, h0]
      have := Finset.sum_nonneg fun (k : Fin n) (_ : k ∈ Finset.univ) =>
        sq_nonneg ((L *ᵥ probe i j 0 b d) k.succ)
      linarith
    have hv : interval (probe i j 0 b d) = -(b ^ 2 + d ^ 2) := by
      rw [interval, probe_form hg]
      simp only [minkowski, Matrix.diagonal_apply, hi, hj, hij, ↓reduceIte]
      ring
    rw [interval_scale h, hv] at hle
    by_contra! hpos
    nlinarith [mul_pos (neg_pos.mpr hc) hpos]
  have hk := key (L 0 j) (-L 0 i) (by ring)
  have hz : L 0 i = 0 := by
    have : L 0 i ^ 2 = 0 :=
      le_antisymm (by nlinarith [sq_nonneg (L 0 j)]) (sq_nonneg _)
    exact pow_eq_zero_iff two_ne_zero |>.mp this
  have := key 1 0 (by rw [hz]; ring)
  norm_num at this

end

end ScaleNonneg
```

Compiling this gives:

```
Main.lean:72:46: error: unsolved goals
n : ℕ
hn : 2 ≤ n
L : Matrix (Fin (n + 1)) (Fin (n + 1)) ℝ
c : ℝ
h : Lᵀ * minkowski n * L = c • minkowski n
hc : c < 0
hg : (minkowski n)ᵀ = minkowski n
i j : Fin (n + 1)
hi : i ≠ 0
hj : j ≠ 0
hij : i ≠ j
b d : ℝ
hbd : b * L 0 i + d * L 0 j = 0
⊢ b * L 0 i + d * L 0 j = 0 ∨ L 0 0 = 0
```

Cause. The error lies in the proof of `h0`, that the image's time component is zero. The step `rw [← hbd]` was meant to replace the right-hand side `0` by `b * L 0 i + d * L 0 j`, but `rw` replaces every instance of the real number `0` in the goal. One of these is the time component in `probe i j 0 b d`, so the vector acquired the time component `b * L 0 i + d * L 0 j`. This adds a product with `L 0 0` to the left-hand side, and `simp` reduced the goal to the statement that one of the two factors is zero. The first alternative is `hbd` itself, but `simp` had not been given it, so the goal stayed open.

`refine Eq.trans ?_ hbd` changes only the right-hand side. The vector keeps its zero time component, and the same `simp` call closes the goal.

The reworded comment is mere tidying: it now names the assumption c < 0 and the plane in which the vector lies.

The mended proof, as a diff:

```diff
@@ -67,9 +67,9 @@
     ⟨⟨1, by omega⟩, ⟨2, by omega⟩, by simp [Fin.ext_iff], by simp [Fin.ext_iff],
       by simp [Fin.ext_iff]⟩
-  -- a spatial vector whose image has no time component must vanish
+  -- as c < 0, a vector in the plane of axes i and j whose image has no time component is zero
   have key : ∀ b d : ℝ, b * L 0 i + d * L 0 j = 0 → b ^ 2 + d ^ 2 ≤ 0 := by
     intro b d hbd
     have h0 : (L *ᵥ probe i j 0 b d) 0 = 0 := by
-      rw [← hbd]
+      refine Eq.trans ?_ hbd
       simp [probe, Matrix.mulVec_add, Matrix.mulVec_smul]
     have hle : interval (L *ᵥ probe i j 0 b d) ≤ 0 := by
```
